# For two electrons sharing an orbital on a finite grid, repulsion between distinct points makes the Hartree–Fock gap larger than the exact-exchange Kohn–Sham gap

Let two electrons occupy a normalised orbital $\phi$ on a finite grid of at least two points, with a symmetric interaction $w_{rs}$ that is positive between distinct points, as for Coulomb repulsion. Among normalised orbitals orthogonal to $\phi$, the lowest energy expectation value is strictly higher for the Hartree–Fock matrix $h+2J-K$ than for the exact-exchange Kohn–Sham matrix $h+J$. Here $h$ is the one-electron matrix, and $J$ and $K$ are the Hartree and exchange matrices of the same $\phi$. The energy of $\phi$ is equal in both, so the orbital gap is larger in Hartree–Fock too.

This bears on time-dependent density functional theory, where Kohn–Sham orbital energy differences are the starting point for excitation energies, here for a two-electron grid model with a fixed common orbital.

## The two matrices

In Lean 4 with Mathlib:

```lean
import Mathlib

open Matrix

namespace HartreeFockKohnShamGap

noncomputable section

variable {n : Type*} [Fintype n] [DecidableEq n]
```

`n` is the finite set of grid points. An orbital is a function `n → ℂ`.

```lean
/-- The Hartree potential of one electron in the orbital `phi`, a diagonal matrix on the grid. -/
def hartree (w : n → n → ℝ) (phi : n → ℂ) : Matrix n n ℂ :=
  Matrix.diagonal fun r => ((∑ s, w r s * ‖phi s‖ ^ 2 : ℝ) : ℂ)
```

$J$ is diagonal, with $J_{rr}=\sum_s w_{rs}|\phi_s|^2$.

```lean
/-- The nonlocal exchange matrix of the orbital `phi`. -/
def exchange (w : n → n → ℝ) (phi : n → ℂ) : Matrix n n ℂ :=
  Matrix.of fun r s => phi r * (w r s : ℂ) * star (phi s)
```

$K_{rs}=\phi_r w_{rs}\phi_s^*$; `star` is complex conjugation.

```lean
/-- The closed-shell two-electron Hartree-Fock matrix `h + 2J - K`. -/
def fock (h : Matrix n n ℂ) (w : n → n → ℝ) (phi : n → ℂ) : Matrix n n ℂ :=
  h + 2 • hartree w phi - exchange w phi
```

This is $h+2J-K$. Any complex matrix $h$ is allowed; the physical one is Hermitian.

```lean
/-- The two-electron exact-exchange Kohn-Sham matrix `h + J`. -/
def kohnSham (h : Matrix n n ℂ) (w : n → n → ℝ) (phi : n → ℂ) : Matrix n n ℂ :=
  h + hartree w phi
```

For two electrons of opposite spin in one orbital, exact exchange cancels half of the Hartree potential $2J$. The resulting $h+J$ is taken as a definition, not derived from a functional.

## Virtual levels and gaps

```lean
/-- The real part of the expectation value of `A` in the vector `psi`. -/
def energy (A : Matrix n n ℂ) (psi : n → ℂ) : ℝ := (star psi ⬝ᵥ A *ᵥ psi).re
```

$E_A(\psi)=\mathrm{Re}\,\langle\psi,A\psi\rangle$. For Hermitian $A$ the real part changes nothing.

```lean
/-- The normalised orbitals orthogonal to `phi`. -/
def virtualStates (phi : n → ℂ) : Set (n → ℂ) :=
  {psi | ∑ s, ‖psi s‖ ^ 2 = 1 ∧ star phi ⬝ᵥ psi = 0}
```

These are the $\psi$ with $\sum_s|\psi_s|^2=1$ and $\langle\phi,\psi\rangle=\sum_s\phi_s^*\psi_s=0$.

```lean
/-- The infimum of the energy of `A` over normalised orbitals orthogonal to `phi`. -/
def lowestVirtual (A : Matrix n n ℂ) (phi : n → ℂ) : ℝ :=
  sInf (energy A '' virtualStates phi)
```

$\varepsilon_A$ is the infimum of $E_A$ over that set. If $A$ is Hermitian with eigenvector $\phi$, it is the lowest eigenvalue on the orthogonal complement; neither condition is assumed.

```lean
/-- The lowest virtual energy minus the energy of the occupied orbital `phi`. -/
def orbitalGap (A : Matrix n n ℂ) (phi : n → ℂ) : ℝ :=
  lowestVirtual A phi - energy A phi
```

The gap is $\varepsilon_A-E_A(\phi)$, an orbital energy difference, which in general is not the exact ionisation energy minus electron affinity.

## The difference $J-K$

```lean
private lemma norm_sq_cast (z : ℂ) : ((‖z‖ ^ 2 : ℝ) : ℂ) = z * star z := by
  rw [Complex.star_def, Complex.mul_conj, Complex.normSq_eq_norm_sq]
```

This is $|z|^2=zz^*$, as an identity between complex numbers.

```lean
omit [DecidableEq n] in
private lemma unit_cast {phi : n → ℂ} (hu : ∑ s, ‖phi s‖ ^ 2 = 1) :
    ∑ s, phi s * star (phi s) = 1 := by
  have h := congrArg (fun x : ℝ => (x : ℂ)) hu
  simpa only [Complex.ofReal_sum, norm_sq_cast, Complex.ofReal_one] using h
```

Normalisation becomes $\sum_s\phi_s\phi_s^*=1$.

```lean
private lemma energy_fock (h : Matrix n n ℂ) (w : n → n → ℝ) (phi psi : n → ℂ) :
    energy (fock h w phi) psi =
      energy (kohnSham h w phi) psi + energy (hartree w phi - exchange w phi) psi := by
  have e : fock h w phi = kohnSham h w phi + (hartree w phi - exchange w phi) := by
    unfold fock kohnSham
    abel
  rw [e, energy, Matrix.add_mulVec, dotProduct_add, Complex.add_re]
  rfl
```

Since $h+2J-K=(h+J)+(J-K)$, the expectation value of the Hartree–Fock matrix in $\psi$ is $E_{h+J}(\psi)+E_{J-K}(\psi)$.

```lean
/-- The action of `J - K` on an orbital, written with antisymmetrised products. -/
theorem hartree_sub_exchange_apply (w : n → n → ℝ) (phi psi : n → ℂ) (r : n) :
    ((hartree w phi - exchange w phi) *ᵥ psi) r =
      ∑ s, (w r s : ℂ) * star (phi s) * (psi r * phi s - phi r * psi s) := by
  have h1 : (hartree w phi *ᵥ psi) r =
      (∑ s, (w r s : ℂ) * (phi s * star (phi s))) * psi r := by
    simp only [hartree, Matrix.mulVec_diagonal, Complex.ofReal_sum, Complex.ofReal_mul,
      norm_sq_cast]
  have h2 : (exchange w phi *ᵥ psi) r =
      ∑ s, phi r * (w r s : ℂ) * star (phi s) * psi s := rfl
  rw [Matrix.sub_mulVec, Pi.sub_apply, h1, h2, Finset.sum_mul, ← Finset.sum_sub_distrib]
  exact Finset.sum_congr rfl fun s _ => by ring
```

Subtracting the two actions (`h1` and `h2`) and factoring gives
$$((J-K)\psi)_r=\sum_s w_{rs}\phi_s^*D_{rs},\qquad D_{rs}=\psi_r\phi_s-\phi_r\psi_s.$$

```lean
/-- The Hartree-Fock and Kohn-Sham matrices act identically on the occupied orbital. -/
theorem fock_mulVec_occupied (h : Matrix n n ℂ) (w : n → n → ℝ) (phi : n → ℂ) :
    fock h w phi *ᵥ phi = kohnSham h w phi *ᵥ phi := by
  have e : fock h w phi = kohnSham h w phi + (hartree w phi - exchange w phi) := by
    unfold fock kohnSham
    abel
  have z : (hartree w phi - exchange w phi) *ᵥ phi = 0 := by
    funext r
    rw [hartree_sub_exchange_apply]
    exact Finset.sum_eq_zero fun s _ => by ring
  rw [e, Matrix.add_mulVec, z, add_zero]
```

For $\psi=\phi$ every $D_{rs}$ vanishes, so both matrices act identically on $\phi$. If it is an eigenvector of one, it is an eigenvector of the other, with the same eigenvalue.

```lean
/-- For a symmetric interaction, the expectation value of `J - K` is half the interaction-weighted
sum of the squared moduli of the antisymmetrised products of `psi` and `phi`. -/
theorem expectation_hartree_sub_exchange {w : n → n → ℝ} (hsym : ∀ r s, w r s = w s r)
    (phi psi : n → ℂ) :
    star psi ⬝ᵥ (hartree w phi - exchange w phi) *ᵥ psi =
      ((1 / 2 * ∑ r, ∑ s, w r s * ‖psi r * phi s - phi r * psi s‖ ^ 2 : ℝ) : ℂ) := by
  obtain ⟨T, hT⟩ : ∃ T : n → n → ℂ, ∀ r s, T r s = star (psi r) *
      ((w r s : ℂ) * star (phi s) * (psi r * phi s - phi r * psi s)) :=
    ⟨_, fun _ _ => rfl⟩
  have hL : star psi ⬝ᵥ (hartree w phi - exchange w phi) *ᵥ psi = ∑ r, ∑ s, T r s := by
    simp only [dotProduct, hartree_sub_exchange_apply, Pi.star_apply, Finset.mul_sum, hT]
  -- exchanging the two grid points symmetrises the double sum
  have hS : ∑ r, ∑ s, T r s = ∑ r, ∑ s, T s r := Finset.sum_comm
  have hR : ((∑ r, ∑ s, w r s * ‖psi r * phi s - phi r * psi s‖ ^ 2 : ℝ) : ℂ) =
      ∑ r, ∑ s, (T r s + T s r) := by
    simp only [Complex.ofReal_sum, Complex.ofReal_mul, norm_sq_cast]
    refine Finset.sum_congr rfl fun r _ => Finset.sum_congr rfl fun s _ => ?_
    rw [hT, hT, hsym s r]
    simp only [star_sub, star_mul']
    ring
  rw [hL, Complex.ofReal_mul, hR]
  simp only [Finset.sum_add_distrib]
  push_cast
  linear_combination (1 / 2 : ℂ) * hS
```

Put $T_{rs}=\psi_r^*w_{rs}\phi_s^*D_{rs}$. Swapping the summation indices (`hS`) gives $\langle\psi,(J-K)\psi\rangle=\tfrac12\sum_{rs}(T_{rs}+T_{sr})$. Because $D_{sr}=-D_{rs}$ and $w_{sr}=w_{rs}$,
$$T_{rs}+T_{sr}=w_{rs}(\psi_r^*\phi_s^*-\phi_r^*\psi_s^*)D_{rs}=w_{rs}|D_{rs}|^2,$$
which is `hR`. Hence the expectation value is $\tfrac12\sum_{rs}w_{rs}|D_{rs}|^2$.

```lean
/-- For a symmetric interaction that is positive between distinct grid points and a normalised
`phi`, `J - K` has positive expectation value in every nonzero orbital orthogonal to `phi`. -/
theorem hartree_sub_exchange_pos {w : n → n → ℝ} (hsym : ∀ r s, w r s = w s r)
    (hpos : ∀ r s, r ≠ s → 0 < w r s) {phi psi : n → ℂ} (hu : ∑ s, ‖phi s‖ ^ 2 = 1)
    (hne : psi ≠ 0) (ho : star phi ⬝ᵥ psi = 0) :
    0 < energy (hartree w phi - exchange w phi) psi := by
  rw [energy, expectation_hartree_sub_exchange hsym, Complex.ofReal_re]
  have hn : ∀ r s, 0 ≤ w r s * ‖psi r * phi s - phi r * psi s‖ ^ 2 := by
    intro r s
    rcases eq_or_ne r s with rfl | h
    · rw [mul_comm (psi r) (phi r), sub_self]
      simp
    · exact mul_nonneg (hpos r s h).le (sq_nonneg _)
  have hn' : ∀ r, 0 ≤ ∑ s, w r s * ‖psi r * phi s - phi r * psi s‖ ^ 2 :=
    fun r => Finset.sum_nonneg fun s _ => hn r s
  by_contra hc
  have h0 : ∑ r, ∑ s, w r s * ‖psi r * phi s - phi r * psi s‖ ^ 2 = 0 :=
    le_antisymm (by linarith) (Finset.sum_nonneg fun r _ => hn' r)
  -- a vanishing sum makes the two orbitals proportional
  have he : ∀ r s, psi r * phi s = phi r * psi s := by
    intro r s
    rcases eq_or_ne r s with rfl | h
    · exact mul_comm _ _
    · have hr := (Finset.sum_eq_zero_iff_of_nonneg fun r _ => hn' r).1 h0 r (Finset.mem_univ r)
      have hs := (Finset.sum_eq_zero_iff_of_nonneg fun s _ => hn r s).1 hr s (Finset.mem_univ s)
      have hq := (mul_eq_zero.1 hs).resolve_left (hpos r s h).ne'
      exact sub_eq_zero.1 (norm_eq_zero.1 ((pow_eq_zero_iff two_ne_zero).1 hq))
  have ho' : ∑ s, star (phi s) * psi s = 0 := ho
  apply hne
  funext r
  calc psi r = psi r * ∑ s, phi s * star (phi s) := by rw [unit_cast hu, mul_one]
    _ = phi r * ∑ s, star (phi s) * psi s := by
      rw [Finset.mul_sum, Finset.mul_sum]
      exact Finset.sum_congr rfl fun s _ => by linear_combination star (phi s) * he r s
    _ = 0 := by rw [ho', mul_zero]
```

No term is negative, and $D_{rr}=0$ makes the value of $w_{rr}$ irrelevant. If the sum were not positive, every term would vanish, giving $\psi_r\phi_s=\phi_r\psi_s$ (`he`). Multiplying by $\phi_s^*$ and summing over $s$ yields $\psi_r=\phi_r\langle\phi,\psi\rangle=0$, contradicting $\psi\neq0$.

## Comparing the minima

```lean
private lemma virtualStates_nonempty [Nontrivial n] {phi : n → ℂ}
    (hu : ∑ s, ‖phi s‖ ^ 2 = 1) : (virtualStates phi).Nonempty := by
  obtain ⟨r, hr⟩ : ∃ r, phi r ≠ 0 := by
    by_contra hc
    push Not at hc
    simp [hc] at hu
  obtain ⟨s, hs⟩ := exists_ne r
  obtain ⟨chi, hchi⟩ : ∃ chi : n → ℂ,
      chi = Pi.single s (star (phi r)) - Pi.single r (star (phi s)) := ⟨_, rfl⟩
  have ho : star phi ⬝ᵥ chi = 0 := by
    rw [hchi, dotProduct_sub, dotProduct_single, dotProduct_single, Pi.star_apply,
      Pi.star_apply]
    ring
  have hcs : chi s ≠ 0 := by simp [hchi, hs, hr]
  have hN : 0 < ∑ t, ‖chi t‖ ^ 2 :=
    Finset.sum_pos' (fun t _ => sq_nonneg _)
      ⟨s, Finset.mem_univ s, pow_pos (norm_pos_iff.2 hcs) 2⟩
  refine ⟨(((Real.sqrt (∑ t, ‖chi t‖ ^ 2))⁻¹ : ℝ) : ℂ) • chi, ?_, ?_⟩
  · simp only [Pi.smul_apply, smul_eq_mul, norm_mul, mul_pow, Complex.norm_real,
      Real.norm_eq_abs, sq_abs]
    rw [← Finset.mul_sum, inv_pow, Real.sq_sqrt hN.le, inv_mul_cancel₀ hN.ne']
  · rw [dotProduct_smul, ho, smul_zero]
```

`Nontrivial n` means at least two points. Choose $r$ with $\phi_r\neq0$ and $s\neq r$. The vector $\chi$ with $\chi_s=\phi_r^*$, $\chi_r=-\phi_s^*$ and zeros elsewhere is orthogonal to $\phi$; dividing by its norm gives a virtual state.

```lean
/-- On a grid with at least two points the lowest virtual energy is attained by a
normalised orbital orthogonal to `phi`. -/
theorem lowestVirtual_attained [Nontrivial n] (A : Matrix n n ℂ) {phi : n → ℂ}
    (hu : ∑ s, ‖phi s‖ ^ 2 = 1) :
    ∃ psi ∈ virtualStates phi, energy A psi = lowestVirtual A phi ∧
      ∀ chi ∈ virtualStates phi, lowestVirtual A phi ≤ energy A chi := by
  have c1 : Continuous fun psi : n → ℂ => ∑ s, ‖psi s‖ ^ 2 := by fun_prop
  have c2 : Continuous fun psi : n → ℂ => star phi ⬝ᵥ psi := by
    simp only [dotProduct]
    fun_prop
  have c3 : Continuous fun psi : n → ℂ => star psi ⬝ᵥ A *ᵥ psi := by
    simp only [dotProduct, Matrix.mulVec, Pi.star_apply]
    fun_prop
  have hcl : IsClosed (virtualStates phi) :=
    (isClosed_eq c1 continuous_const).inter (isClosed_eq c2 continuous_const)
  have hb : Bornology.IsBounded (virtualStates phi) := by
    refine (Metric.isBounded_closedBall (x := (0 : n → ℂ)) (r := 1)).subset fun psi h => ?_
    rw [mem_closedBall_zero_iff, pi_norm_le_iff_of_nonneg zero_le_one]
    intro r
    have h1 : ‖psi r‖ ^ 2 ≤ ∑ s, ‖psi s‖ ^ 2 :=
      Finset.single_le_sum (f := fun s => ‖psi s‖ ^ 2) (fun s _ => sq_nonneg _)
        (Finset.mem_univ r)
    have h2 := h.1
    nlinarith [norm_nonneg (psi r)]
  -- a continuous energy on a nonempty compact set has a minimiser
  obtain ⟨psi, hpsi, hmin⟩ := (Metric.isCompact_of_isClosed_isBounded hcl hb).exists_isMinOn
    (virtualStates_nonempty hu) (Complex.continuous_re.comp c3).continuousOn
  have hle : ∀ chi ∈ virtualStates phi, energy A psi ≤ energy A chi := fun chi h => hmin h
  have hl : IsLeast (energy A '' virtualStates phi) (energy A psi) :=
    ⟨⟨psi, hpsi, rfl⟩, by rintro _ ⟨chi, h, rfl⟩; exact hle chi h⟩
  have heq : lowestVirtual A phi = energy A psi := hl.csInf_eq
  exact ⟨psi, hpsi, heq.symm, fun chi h => heq.le.trans (hle chi h)⟩
```

The set of virtual states is closed and bounded in finite dimension, hence compact, so the continuous energy attains its minimum there.

```lean
/-- On a grid with at least two points, for a normalised `phi` and a symmetric interaction that is
positive between distinct points, the lowest virtual energy of the Hartree-Fock matrix strictly
exceeds that of the Kohn-Sham matrix built from the same occupied orbital. -/
theorem kohnSham_lt_fock [Nontrivial n] (h : Matrix n n ℂ) {w : n → n → ℝ}
    (hsym : ∀ r s, w r s = w s r) (hpos : ∀ r s, r ≠ s → 0 < w r s) {phi : n → ℂ}
    (hu : ∑ s, ‖phi s‖ ^ 2 = 1) :
    lowestVirtual (kohnSham h w phi) phi < lowestVirtual (fock h w phi) phi := by
  obtain ⟨psi, hpsi, he, -⟩ := lowestVirtual_attained (fock h w phi) hu
  obtain ⟨-, -, -, hks⟩ := lowestVirtual_attained (kohnSham h w phi) hu
  have hne : psi ≠ 0 := by
    rintro rfl
    simpa using hpsi.1
  have hp := hartree_sub_exchange_pos hsym hpos hu hne hpsi.2
  have hk := hks psi hpsi
  rw [← he, energy_fock]
  linarith
```

Let $\psi$ be the Hartree–Fock minimiser. Then
$$\varepsilon_{h+2J-K}=E_{h+J}(\psi)+E_{J-K}(\psi)>E_{h+J}(\psi)\ge\varepsilon_{h+J}.$$

```lean
/-- On a grid with at least two points, for a normalised `phi` and a symmetric interaction that is
positive between distinct points, the Hartree-Fock orbital gap is strictly larger than the Kohn-Sham
orbital gap. -/
theorem orbitalGap_kohnSham_lt_fock [Nontrivial n] (h : Matrix n n ℂ) {w : n → n → ℝ}
    (hsym : ∀ r s, w r s = w s r) (hpos : ∀ r s, r ≠ s → 0 < w r s) {phi : n → ℂ}
    (hu : ∑ s, ‖phi s‖ ^ 2 = 1) :
    orbitalGap (kohnSham h w phi) phi < orbitalGap (fock h w phi) phi := by
  have e : energy (fock h w phi) phi = energy (kohnSham h w phi) phi := by
    rw [energy, fock_mulVec_occupied, energy]
  have hlt := kohnSham_lt_fock h hsym hpos hu
  rw [orbitalGap, orbitalGap, e]
  linarith
```

Subtracting the common energy of $\phi$ turns this into the gap inequality.

## The size of the shift

```lean
/-- For orthonormal orbitals, half the sum of the squared moduli of their antisymmetrised
products is one. -/
theorem pair_weight {phi psi : n → ℂ} (hu : ∑ s, ‖phi s‖ ^ 2 = 1)
    (hpsi : psi ∈ virtualStates phi) :
    1 / 2 * ∑ r, ∑ s, ‖psi r * phi s - phi r * psi s‖ ^ 2 = 1 := by
  have h := expectation_hartree_sub_exchange (w := fun _ _ => 1) (fun _ _ => rfl) phi psi
  have ho : ∑ s, star (phi s) * psi s = 0 := hpsi.2
  -- for the constant interaction 1, J - K leaves psi unchanged
  have hv : (hartree (fun _ _ => 1) phi - exchange (fun _ _ => 1) phi) *ᵥ psi = psi := by
    funext r
    rw [hartree_sub_exchange_apply]
    calc _ = psi r * ∑ s, phi s * star (phi s) - phi r * ∑ s, star (phi s) * psi s := by
          rw [Finset.mul_sum, Finset.mul_sum, ← Finset.sum_sub_distrib]
          refine Finset.sum_congr rfl fun s _ => ?_
          simp only [Complex.ofReal_one]
          ring
      _ = psi r := by rw [unit_cast hu, ho, mul_one, mul_zero, sub_zero]
  have h2 : star psi ⬝ᵥ psi = 1 := by
    rw [dotProduct_comm]
    exact unit_cast hpsi.1
  rw [hv, h2] at h
  simp only [one_mul] at h
  exact Complex.ofReal_injective (h.symm.trans Complex.ofReal_one.symm)
```

For $w=1$ and orthonormal orbitals, $(J-K)\psi=\psi\langle\phi,\phi\rangle-\phi\langle\phi,\psi\rangle=\psi$. The expectation value is therefore 1, so $\tfrac12\sum_{rs}|D_{rs}|^2=1$.

```lean
/-- On a grid with at least two points, for a normalised `phi` and a symmetric interaction that is
at least `m` between distinct points, the lowest virtual energy of Hartree-Fock lies at least `m`
above that of Kohn-Sham. -/
theorem kohnSham_add_le_fock [Nontrivial n] (h : Matrix n n ℂ) {w : n → n → ℝ} {m : ℝ}
    (hsym : ∀ r s, w r s = w s r) (hm : ∀ r s, r ≠ s → m ≤ w r s) {phi : n → ℂ}
    (hu : ∑ s, ‖phi s‖ ^ 2 = 1) :
    lowestVirtual (kohnSham h w phi) phi + m ≤ lowestVirtual (fock h w phi) phi := by
  obtain ⟨psi, hpsi, he, -⟩ := lowestVirtual_attained (fock h w phi) hu
  obtain ⟨-, -, -, hks⟩ := lowestVirtual_attained (kohnSham h w phi) hu
  have hk := hks psi hpsi
  have hp := pair_weight hu hpsi
  have hsum : m * ∑ r, ∑ s, ‖psi r * phi s - phi r * psi s‖ ^ 2 ≤
      ∑ r, ∑ s, w r s * ‖psi r * phi s - phi r * psi s‖ ^ 2 := by
    simp only [Finset.mul_sum]
    refine Finset.sum_le_sum fun r _ => Finset.sum_le_sum fun s _ => ?_
    rcases eq_or_ne r s with rfl | hrs
    · rw [mul_comm (psi r) (phi r), sub_self]
      simp
    · exact mul_le_mul_of_nonneg_right (hm r s hrs) (sq_nonneg _)
  have hS : ∑ r, ∑ s, ‖psi r * phi s - phi r * psi s‖ ^ 2 = 2 := by linarith
  rw [hS] at hsum
  rw [← he, energy_fock, energy.eq_def (hartree w phi - exchange w phi),
    expectation_hartree_sub_exchange hsym, Complex.ofReal_re]
  linarith

end

end HartreeFockKohnShamGap
```

If $w_{rs}\ge m$ for $r\neq s$, then $E_{J-K}(\psi)\ge m$ for every virtual state. The chain above now gives $\varepsilon_{h+J}+m\le\varepsilon_{h+2J-K}$.

On two grid points the virtual state is unique up to a phase, and the shift is exactly $w_{12}$. The same argument, with the Kohn–Sham minimiser as trial state, would give an upper bound: if $w_{rs}\le M$ between distinct points, the level rises by at most $M$.

```lean
#print axioms HartreeFockKohnShamGap.orbitalGap_kohnSham_lt_fock
#print axioms HartreeFockKohnShamGap.kohnSham_add_le_fock
```

```
'HartreeFockKohnShamGap.orbitalGap_kohnSham_lt_fock' depends on axioms: [propext, Classical.choice, Quot.sound]
'HartreeFockKohnShamGap.kohnSham_add_le_fock' depends on axioms: [propext, Classical.choice, Quot.sound]
```
